# Convergence and divergence of the Neumann series for $S^{-1}$ with a uniform overlap matrix

## Physical setting

Identical normalised s orbitals on the corners of an equilateral triangle overlap equally in pairs. Their overlap matrix $S$ has unit diagonal and one number $s$ everywhere else. Some electronic-structure formulas in a non-orthogonal basis contain $S^{-1}$, for instance for the dual basis, and an expansion in orders of the overlap gives the Neumann series $\sum_k (1-S)^k$, with $1$ the identity matrix. Linearly independent orbitals make $S$ positive definite and invertible; for three or more orbitals with uniform overlap, the result below shows that this alone does not guarantee that the expansion converges.

## Statement

Take $N$ basis functions, $S_{ii}=1$, $S_{ij}=s$ for $i\neq j$, the all-ones vector $u=(1,\dots,1)$, the number $\mu=-(N-1)s$, and the partial sums $T_K=\sum_{k=0}^{K-1}(1-S)^k$.

- If $s<1$ and $1+(N-1)s>0$, then $S$ is positive definite (`overlap_posDef`).
- For $N\ge 2$, $T_K$ has a limit exactly when $(N-1)|s|<1$ (`neumann_converges_iff`).
- For $N\ge 2$, $1\le (N-1)s$ and $s<1$: $S$ is positive definite, $(1-S)^k u\not\to 0$, and $T_K$ has no limit (`posDef_and_diverges`). At $N=2$ these two inequalities contradict each other, so the window first opens at $N=3$, as $1/2\le s<1$.
- For $N=3$, $s=3/5$ the same three conclusions hold, and $(1-S)^k u=(-6/5)^k u$ for all $k$ (`S3_diverges`).

## Derivation

1. For a real coefficient vector $x$, $(Sx)_i=(1-s)x_i+s\sum_j x_j$.

2. Hence $x^{T}Sx=(1-s)Q+s\left(\sum_i x_i\right)^2$ with $Q=\sum_i x_i^2$, and $Q>0$ for $x\ne0$. For $s\ge0$ this is at least $(1-s)Q>0$. For $s\le0$, Cauchy–Schwarz gives $\left(\sum_i x_i\right)^2\le NQ$, so $x^TSx\ge(1+(N-1)s)\,Q>0$.

3. Let $P_{ij}=1/N$, the projector on the unit vector $u/\sqrt N$. Then $(P^2)_{ij}=N/N^2=P_{ij}$. Also $1-S=s(1-P)+\mu P$: the diagonal entries are $s-s/N-(N-1)s/N=0$, the others $-s/N-(N-1)s/N=-s$. Since $(1-P)^2=1-P$ and $P(1-P)=(1-P)P=0$, induction gives
$$(1-S)^k=s^k(1-P)+\mu^kP .$$

4. By step 1, $((1-S)u)_i=1-(1-s)-Ns=\mu$, so $(1-S)^ku=\mu^ku$. This tends to zero exactly when $|\mu|=(N-1)|s|<1$.

5. For any square matrix $S$ the sum telescopes:
$$S\,T_K=\bigl(1-(1-S)\bigr)T_K=1-(1-S)^K .$$
If $T_K\to L$, then $(1-S)^K=T_{K+1}-T_K\to0$ and $SL=1$. If $S$ is invertible and $(1-S)^K\to0$, then $T_K=S^{-1}\bigl(1-(1-S)^K\bigr)\to S^{-1}$.

6. Convergence of $T_K$ forces $(1-S)^ku\to0$, hence $(N-1)|s|<1$. Conversely, for $N\ge2$ that bound gives $|s|\le(N-1)|s|<1$ and $1+(N-1)s>0$. So $S$ is positive definite and invertible, both factors $s^k$ and $\mu^k$ in step 3 decay, and step 5 applies. In the window $|\mu|\ge1$; for $N=3$, $s=3/5$, $\mu=-6/5$.

A tempting error is to argue that every entry of $1-S$ has modulus below one and that the powers therefore shrink. Matrix products add contributions along a row: for $s=3/5$ the entries of $1-S$ are $0$ and $-3/5$, while the diagonal of $(1-S)^2$ is already $18/25>3/5$.

## What the formal version assumes

The basis is a finite index type `ι` with $N$ equal to `Fintype.card ι`; `[Nonempty ι]` means $N\ge1$ and `[Nontrivial ι]` means $N\ge2$. The matrices $S$, $P$ and $T_K$ are `overlap ι s`, `symProj ι` and `neumannSum S K`, the last summing over `Finset.range K`, that is $k=0,\dots,K-1$. `S3` is the explicit matrix with $s=3/5$. In `1 - S` the `1` is the identity matrix, whereas `(1 : ι → ℝ)` is the unnormalised vector $u$. `PosDef` means symmetric with $x^TSx>0$ for $x\neq0$. Limits are entrywise, and divergence means that no limit matrix exists, which includes the bounded oscillation of $T_K$ at $(N-1)s=1$ for $N\ge3$ (for $N=2$ this point is $s=1$, where $S$ is singular and $T_K$ grows without bound).

All matrices are real and finite. No orbitals or overlap integrals are constructed: $s$ is a free parameter. The conditions for positive definiteness are stated as sufficient only. Step 5 covers arbitrary $S$, but the explicit convergence criterion is for uniform overlaps, and no criterion in terms of the spectrum of a general $S$ is given. `neumann_converges_iff` speaks of some limit `L`; that it inverts $S$ is the separate statement `S * L = 1` in `neumann_limit`.

In Lean 4 with Mathlib:

```lean
import Mathlib

open Matrix Filter Topology

namespace NeumannOverlap

noncomputable section

/-- Overlap matrix of normalised basis functions with the same overlap `s` for every pair. -/
def overlap (ι : Type*) [DecidableEq ι] (s : ℝ) : Matrix ι ι ℝ :=
  Matrix.of fun i j => if i = j then 1 else s

/-- The matrix `P` with all entries `1 / N`, where `N` is the number of basis functions. -/
def symProj (ι : Type*) [Fintype ι] : Matrix ι ι ℝ :=
  Matrix.of fun _ _ => (Fintype.card ι : ℝ)⁻¹

/-- Partial sum `∑_{k < K} (1 - S)^k` of the Neumann series. -/
def neumannSum {ι : Type*} [Fintype ι] [DecidableEq ι] (S : Matrix ι ι ℝ) (K : ℕ) :
    Matrix ι ι ℝ :=
  ∑ k ∈ Finset.range K, (1 - S) ^ k

/-- The 3 by 3 overlap matrix with unit diagonal and all overlaps `3/5`. -/
def S3 : Matrix (Fin 3) (Fin 3) ℝ := !![1, 3/5, 3/5; 3/5, 1, 3/5; 3/5, 3/5, 1]

variable {ι : Type*} [Fintype ι] [DecidableEq ι]

/-- Action on a coefficient vector: `(S x)_i = (1 - s) x_i + s ∑_j x_j`. -/
theorem overlap_mulVec (s : ℝ) (x : ι → ℝ) (i : ι) :
    (overlap ι s *ᵥ x) i = (1 - s) * x i + s * ∑ j, x j := by
  have h : ∀ j, (if i = j then 1 else s) * x j
      = (if i = j then (1 - s) * x j else 0) + s * x j := by
    intro j
    split_ifs <;> ring
  simp only [mulVec, dotProduct, overlap, of_apply, h, Finset.sum_add_distrib,
    Finset.sum_ite_eq, Finset.mem_univ, if_true, ← Finset.mul_sum]

/-- The uniform overlap matrix is positive definite if `s < 1` and `1 + (N - 1) s > 0`. -/
theorem overlap_posDef {s : ℝ} (h1 : s < 1) (h2 : 0 < 1 + ((Fintype.card ι : ℝ) - 1) * s) :
    (overlap ι s).PosDef := by
  rw [Matrix.posDef_iff_dotProduct_mulVec]
  refine ⟨Matrix.IsHermitian.ext fun i j => ?_, ?_⟩
  · simp only [overlap, of_apply, star_trivial]
    by_cases h : i = j
    · subst h
      rfl
    · rw [if_neg h, if_neg (Ne.symm h)]
  · intro x hx
    -- the quadratic form
    have ht : ∀ i, x i * ((1 - s) * x i + s * ∑ j, x j)
        = (1 - s) * x i ^ 2 + (s * ∑ j, x j) * x i := fun i => by ring
    have hq : star x ⬝ᵥ overlap ι s *ᵥ x = (1 - s) * ∑ i, x i ^ 2 + s * (∑ i, x i) ^ 2 := by
      simp only [star_trivial, dotProduct, overlap_mulVec, ht, Finset.sum_add_distrib,
        ← Finset.mul_sum]
      ring
    obtain ⟨i, hi⟩ := Function.ne_iff.mp hx
    have hQ : 0 < ∑ i, x i ^ 2 :=
      Finset.sum_pos' (fun _ _ => sq_nonneg _)
        ⟨i, Finset.mem_univ _, by have : x i ≠ 0 := hi; positivity⟩
    -- Cauchy-Schwarz controls negative overlaps
    have hC := sq_sum_le_card_mul_sum_sq (s := Finset.univ) (f := x)
    rw [Finset.card_univ] at hC
    rw [hq]
    rcases le_total 0 s with hs | hs
    · nlinarith [mul_pos (sub_pos.mpr h1) hQ, mul_nonneg hs (sq_nonneg (∑ i, x i))]
    · nlinarith [mul_pos h2 hQ, mul_nonneg (neg_nonneg.mpr hs) (sub_nonneg.mpr hC)]

/-- Closed form of the Neumann terms: `(1 - S)^k = s^k (1 - P) + (-(N - 1) s)^k P`. -/
theorem residual_pow [Nonempty ι] (s : ℝ) (k : ℕ) :
    (1 - overlap ι s) ^ k = s ^ k • (1 - symProj ι)
      + (-(((Fintype.card ι : ℝ) - 1) * s)) ^ k • symProj ι := by
  have hN : (Fintype.card ι : ℝ) ≠ 0 := Nat.cast_ne_zero.mpr Fintype.card_ne_zero
  have hP : symProj ι * symProj ι = symProj ι := by
    ext i j
    simp only [symProj, Matrix.mul_apply, of_apply, Finset.sum_const, Finset.card_univ,
      nsmul_eq_mul]
    rw [← mul_assoc, mul_inv_cancel₀ hN, one_mul]
  have hA : 1 - overlap ι s = s • (1 - symProj ι)
      + (-(((Fintype.card ι : ℝ) - 1) * s)) • symProj ι := by
    ext i j
    simp only [overlap, symProj, Matrix.sub_apply, Matrix.add_apply, Matrix.smul_apply,
      Matrix.one_apply, of_apply, smul_eq_mul]
    split_ifs <;> field_simp <;> ring
  generalize -(((Fintype.card ι : ℝ) - 1) * s) = μ at hA ⊢
  induction k with
  | zero => simp
  | succ k ih =>
    rw [pow_succ, ih, hA]
    simp only [add_mul, mul_add, smul_mul_assoc, mul_smul_comm, sub_mul, mul_sub, one_mul,
      mul_one, hP]
    module

/-- On the all-ones vector, `(1 - S)^k` acts as multiplication by `(-(N - 1) s)^k`. -/
theorem residual_pow_ones (s : ℝ) (k : ℕ) :
    (1 - overlap ι s) ^ k *ᵥ (1 : ι → ℝ)
      = (-(((Fintype.card ι : ℝ) - 1) * s)) ^ k • (1 : ι → ℝ) := by
  have h : (1 - overlap ι s) *ᵥ (1 : ι → ℝ)
      = (-(((Fintype.card ι : ℝ) - 1) * s)) • (1 : ι → ℝ) := by
    funext i
    rw [sub_mulVec, one_mulVec, Pi.sub_apply, overlap_mulVec]
    simp only [Pi.one_apply, Pi.smul_apply, smul_eq_mul, Finset.sum_const, Finset.card_univ,
      nsmul_eq_mul]
    ring
  induction k with
  | zero => simp
  | succ k ih => rw [pow_succ, ← mulVec_mulVec, h, mulVec_smul, ih, smul_smul, pow_succ']

/-- `(1 - S)^k` applied to the all-ones vector tends to zero exactly when `(N - 1) |s| < 1`. -/
theorem ones_tendsto_zero_iff [Nonempty ι] (s : ℝ) :
    Tendsto (fun k => (1 - overlap ι s) ^ k *ᵥ (1 : ι → ℝ)) atTop (𝓝 0)
      ↔ ((Fintype.card ι : ℝ) - 1) * |s| < 1 := by
  have hN : (1 : ℝ) ≤ Fintype.card ι := Nat.one_le_cast.mpr Fintype.card_pos
  have habs : |-(((Fintype.card ι : ℝ) - 1) * s)| = ((Fintype.card ι : ℝ) - 1) * |s| := by
    rw [abs_neg, abs_mul, abs_of_nonneg (sub_nonneg.mpr hN)]
  simp only [residual_pow_ones]
  rw [← habs, ← tendsto_pow_atTop_nhds_zero_iff]
  generalize -(((Fintype.card ι : ℝ) - 1) * s) = μ
  constructor
  · intro h
    have := tendsto_pi_nhds.mp h (Classical.arbitrary ι)
    simpa using this
  · intro h
    have := h.smul_const (1 : ι → ℝ)
    rwa [zero_smul] at this

/-- For any `S`: if the Neumann partial sums converge to `L`, then the terms `(1 - S)^k`
tend to zero and `S L = 1`. -/
theorem neumann_limit {S L : Matrix ι ι ℝ} (h : Tendsto (neumannSum S) atTop (𝓝 L)) :
    Tendsto (fun k => (1 - S) ^ k) atTop (𝓝 0) ∧ S * L = 1 := by
  -- each term is a difference of consecutive partial sums
  have ht : Tendsto (fun k => (1 - S) ^ k) atTop (𝓝 0) := by
    have h1 := (h.comp (tendsto_add_atTop_nat 1)).sub h
    rw [sub_self] at h1
    refine h1.congr fun k => ?_
    simp [neumannSum, Finset.sum_range_succ]
  have e : ∀ K, S * neumannSum S K = 1 - (1 - S) ^ K := fun K => by
    have := mul_neg_geom_sum (1 - S) K
    rwa [sub_sub_cancel] at this
  have h2 : Tendsto (fun K => S * neumannSum S K) atTop (𝓝 (S * L)) := h.const_mul S
  have h3 : Tendsto (fun K => S * neumannSum S K) atTop (𝓝 (1 - 0)) :=
    (tendsto_const_nhds.sub ht).congr fun K => (e K).symm
  exact ⟨ht, (tendsto_nhds_unique h2 h3).trans (sub_zero 1)⟩

/-- For invertible `S` whose terms `(1 - S)^k` tend to zero, the partial sums tend to `S⁻¹`. -/
theorem neumann_tendsto_inv {S : Matrix ι ι ℝ} (hS : IsUnit S.det)
    (h : Tendsto (fun k => (1 - S) ^ k) atTop (𝓝 0)) :
    Tendsto (neumannSum S) atTop (𝓝 S⁻¹) := by
  have e : ∀ K, S⁻¹ * (1 - (1 - S) ^ K) = neumannSum S K := fun K => by
    have := mul_neg_geom_sum (1 - S) K
    rw [sub_sub_cancel] at this
    rw [← this, ← mul_assoc, nonsing_inv_mul S hS, one_mul, neumannSum]
  have h1 : Tendsto (fun K => S⁻¹ * (1 - (1 - S) ^ K)) atTop (𝓝 (S⁻¹ * (1 - 0))) :=
    (tendsto_const_nhds.sub h).const_mul S⁻¹
  rw [sub_zero, mul_one] at h1
  exact h1.congr e

/-- For `N ≥ 2` functions with uniform overlap `s`, the Neumann series converges exactly
when `(N - 1) |s| < 1`. -/
theorem neumann_converges_iff [Nontrivial ι] (s : ℝ) :
    (∃ L, Tendsto (neumannSum (overlap ι s)) atTop (𝓝 L))
      ↔ ((Fintype.card ι : ℝ) - 1) * |s| < 1 := by
  have hN : (2 : ℝ) ≤ Fintype.card ι := by
    have : 2 ≤ Fintype.card ι := Fintype.one_lt_card
    exact_mod_cast this
  constructor
  · rintro ⟨L, h⟩
    have hc : Continuous fun M : Matrix ι ι ℝ => M *ᵥ (1 : ι → ℝ) :=
      continuous_id.matrix_mulVec continuous_const
    have := (hc.tendsto 0).comp (neumann_limit h).1
    rw [zero_mulVec] at this
    exact (ones_tendsto_zero_iff s).mp this
  · intro h
    have hs : |s| < 1 := by nlinarith [abs_nonneg s]
    have hP : (overlap ι s).PosDef :=
      overlap_posDef ((le_abs_self s).trans_lt hs) (by nlinarith [neg_abs_le s])
    have hdet : IsUnit (overlap ι s).det :=
      isUnit_iff_ne_zero.mpr hP.det_pos.ne'
    refine ⟨_, neumann_tendsto_inv hdet ?_⟩
    -- both geometric factors in the closed form decay
    have h1 := tendsto_pow_atTop_nhds_zero_iff.mpr hs
    have h2 := tendsto_pow_atTop_nhds_zero_iff.mpr
      (show |-(((Fintype.card ι : ℝ) - 1) * s)| < 1 by
        rwa [abs_neg, abs_mul, abs_of_nonneg (by linarith)])
    have := (h1.smul_const (1 - symProj ι)).add (h2.smul_const (symProj ι))
    rw [zero_smul, zero_smul, add_zero] at this
    exact this.congr fun k => (residual_pow s k).symm

/-- For `N ≥ 2`, `1 ≤ (N - 1) s` and `s < 1`, the overlap matrix is positive definite, yet
`(1 - S)^k (1, …, 1)` does not tend to zero and the Neumann series has no limit. -/
theorem posDef_and_diverges [Nontrivial ι] {s : ℝ}
    (h1 : 1 ≤ ((Fintype.card ι : ℝ) - 1) * s) (h2 : s < 1) :
    (overlap ι s).PosDef ∧
      ¬ Tendsto (fun k => (1 - overlap ι s) ^ k *ᵥ (1 : ι → ℝ)) atTop (𝓝 0) ∧
      ¬ ∃ L, Tendsto (neumannSum (overlap ι s)) atTop (𝓝 L) := by
  have hN : (1 : ℝ) ≤ Fintype.card ι := Nat.one_le_cast.mpr Fintype.card_pos
  have h3 : ¬ ((Fintype.card ι : ℝ) - 1) * |s| < 1 :=
    not_lt.mpr (h1.trans (mul_le_mul_of_nonneg_left (le_abs_self s) (sub_nonneg.mpr hN)))
  rw [ones_tendsto_zero_iff, neumann_converges_iff]
  exact ⟨overlap_posDef h2 (by linarith), h3, h3⟩

/-- The 3 by 3 matrix with overlaps `3/5` is positive definite, `(1 - S)^k (1,1,1)` equals
`(-6/5)^k (1,1,1)` and does not tend to zero, and the Neumann series has no limit. -/
theorem S3_diverges :
    S3.PosDef ∧
      (∀ k : ℕ, (1 - S3) ^ k *ᵥ ![1, 1, 1] = (-6 / 5 : ℝ) ^ k • ![(1 : ℝ), 1, 1]) ∧
      ¬ Tendsto (fun k : ℕ => (1 - S3) ^ k *ᵥ ![1, 1, 1]) atTop (𝓝 0) ∧
      ¬ ∃ L, Tendsto (neumannSum S3) atTop (𝓝 L) := by
  have hS : S3 = overlap (Fin 3) (3 / 5) := by
    ext i j
    fin_cases i <;> fin_cases j <;> simp [S3, overlap]
  have h1 : ![(1 : ℝ), 1, 1] = 1 := by
    ext i
    fin_cases i <;> simp
  have e : -(((Fintype.card (Fin 3) : ℝ) - 1) * (3 / 5)) = -6 / 5 := by
    rw [Fintype.card_fin]
    norm_num
  obtain ⟨a, b, c⟩ := posDef_and_diverges (ι := Fin 3) (s := 3 / 5)
    (by rw [Fintype.card_fin]; norm_num) (by norm_num)
  rw [hS, h1]
  exact ⟨a, fun k => by rw [residual_pow_ones, e], b, c⟩

end

end NeumannOverlap
```

```lean
#print axioms NeumannOverlap.neumann_converges_iff
-- 'NeumannOverlap.neumann_converges_iff' depends on axioms: [propext, Classical.choice, Quot.sound]
#print axioms NeumannOverlap.S3_diverges
-- 'NeumannOverlap.S3_diverges' depends on axioms: [propext, Classical.choice, Quot.sound]
```

## Notes on the proof

`overlap_mulVec` is step 1, splitting each matrix entry into a diagonal part $1-s$ and a constant $s$. In `overlap_posDef`, `hq` is the quadratic form, `hC` is Cauchy–Schwarz from `sq_sum_le_card_mul_sum_sq`, and the two `nlinarith` calls are the cases $s\ge0$ and $s\le0$ of step 2.

`residual_pow` is step 3: `hP` is $P^2=P$, `hA` the decomposition of $1-S$, and `module` collects the coefficients of $1$ and $P$ in the induction step. `residual_pow_ones` iterates the eigenvector equation `h` directly, without $P$. `ones_tendsto_zero_iff` reads off one component of $\mu^ku$ and uses `tendsto_pow_atTop_nhds_zero_iff` for the scalar sequence.

`neumann_limit` and `neumann_tendsto_inv` are the two halves of step 5; both take the telescoping identity from `mul_neg_geom_sum`. The first compares two limits of $S\,T_K$ by `tendsto_nhds_unique`, the second uses invertibility in the form `IsUnit S.det`.

`neumann_converges_iff` is step 6. Continuity of $M\mapsto Mu$ in the matrix $M$ (`hc`) carries the vanishing of the terms to the vector $u$, and in the other direction `hP.det_pos` supplies invertibility. `posDef_and_diverges` rewrites both negative claims as the failure of $(N-1)|s|<1$. `S3_diverges` identifies `S3` with `overlap (Fin 3) (3 / 5)` entry by entry and evaluates $\mu=-6/5$.
